# For a continuous electrode charge with quadratic charging energy, the charge variance at fixed potential is $kT$ times the capacitance

Some constant-potential molecular dynamics methods let the electron number $n$ of the electrode fluctuate thermally. With the elementary charge set to one, as throughout this text, one can then record $n$, take the variance of the equilibrated series and divide by $kT$ to estimate the capacitance. The relation behind this estimate is derived here for a single continuous electrode variable with constant capacitance and a Boltzmann distribution.

Let $n$ be a real number, the excess of electrons over the neutral electrode. Let $\mu$ be the applied electron chemical potential, measured from its value for the neutral electrode. Since electrons carry charge $-1$, it is minus the electric potential of the electrode on the same reference; "the potential" below means $\mu$. With capacitance $C>0$ and thermal energy $kT>0$, take

$$E(n)=\frac{n^2}{2C}-\mu n,\qquad p(n)\propto e^{-E(n)/kT}.$$

The claim is that $\langle n\rangle=C\mu$ and $\mathrm{Var}(n)=kT\,C$.

## Completing the square

Since $(n-C\mu)^2/(2C)=n^2/(2C)-\mu n+C\mu^2/2$,

$$E(n)=\frac{(n-C\mu)^2}{2C}-\frac{C\mu^2}{2}.$$

Put $x=n-C\mu$ and $\sigma^2=kT\,C$. The weight becomes $e^{C\mu^2/(2kT)}e^{-x^2/(2\sigma^2)}$, and the Gaussian integral gives the partition function

$$Z(\mu)=e^{C\mu^2/(2kT)}\sqrt{2\pi\sigma^2}.$$

The prefactor cancels in every average. The integral of $x\,e^{-x^2/(2\sigma^2)}$ vanishes because the integrand is odd, so $\langle n\rangle=C\mu$. Integration by parts gives

$$\int x^2e^{-x^2/(2\sigma^2)}dx=\Big[-\sigma^2x\,e^{-x^2/(2\sigma^2)}\Big]_{-\infty}^{\infty}+\sigma^2\int e^{-x^2/(2\sigma^2)}dx=\sigma^2\sqrt{2\pi\sigma^2},$$

and division by $\sqrt{2\pi\sigma^2}$ leaves $\mathrm{Var}(n)=\sigma^2=kT\,C$. Differentiating the mean,

$$\frac{d\langle n\rangle}{d\mu}=C=\frac{\mathrm{Var}(n)}{kT}.$$

For real $s$, multiplying the weight by $e^{sn}$ replaces $\mu$ by $\mu+kTs$. Therefore

$$\langle e^{sn}\rangle=\frac{Z(\mu+kTs)}{Z(\mu)}=\exp\!\left(\frac{C[(\mu+kTs)^2-\mu^2]}{2kT}\right)=\exp\!\left(sC\mu+\frac{s^2kT\,C}{2}\right).$$

## The electrode as a Lean model

```lean
import Mathlib

open MeasureTheory ProbabilityTheory

namespace PotentiostatFluctuations

noncomputable section
```

The energy is a function of three real numbers. The constant `C` stands for a linear charging response: it depends neither on the charge nor on the potential. Ions and solvent have no coordinates of their own.

```lean
/-- Energy of an electrode with capacitance `C ≠ 0` holding `n` excess electrons at electron
chemical potential `mu`, including the term `-mu * n`, in units where the elementary charge is one.
-/
def energy (C mu n : ℝ) : ℝ := n ^ 2 / (2 * C) - mu * n
```

The Boltzmann form of the weight is postulated; no potentiostat dynamics is shown to produce it.

```lean
/-- Boltzmann weight of the electron number `n` at thermal energy `kT ≠ 0`,
for capacitance `C ≠ 0`. -/
def weight (C mu kT n : ℝ) : ℝ := Real.exp (-energy C mu n / kT)
```

The partition function integrates over the whole real line, so fractional and negative electron numbers are allowed.

```lean
/-- Partition function of the electrode, for `C > 0` and `kT > 0`: the integral of the
Boltzmann weight over all electron numbers. -/
def partitionFunction (C mu kT : ℝ) : ℝ := ∫ n, weight C mu kT n
```

An average is a normalised integral of an observable `f`.

```lean
/-- Thermal average of an observable `f` of the electron number, for `C > 0` and `kT > 0`. -/
def average (C mu kT : ℝ) (f : ℝ → ℝ) : ℝ :=
  (∫ n, f n * weight C mu kT n) / partitionFunction C mu kT
```

The mean and the variance are particular averages, with no values built into their definitions.

```lean
/-- Mean electron number, for `C > 0` and `kT > 0`. -/
def meanNumber (C mu kT : ℝ) : ℝ := average C mu kT (fun n => n)

/-- Variance of the electron number: the thermal average of the squared deviation from
the mean, for `C > 0` and `kT > 0`. -/
def numberVariance (C mu kT : ℝ) : ℝ :=
  average C mu kT (fun n => (n - meanNumber C mu kT) ^ 2)
```

## Gaussian weight and convergence

The first lemma is the completed square, checked by clearing denominators and comparing polynomials.

```lean
/-- For nonzero capacitance the energy is a parabola centred at `C * mu`, shifted
by `-C * mu ^ 2 / 2`. -/
theorem energy_eq {C : ℝ} (hC : C ≠ 0) (mu n : ℝ) :
    energy C mu n = (n - C * mu) ^ 2 / (2 * C) - C * mu ^ 2 / 2 := by
  unfold energy
  field_simp
  ring
```

Exponentiating it splits the weight into the constant prefactor and the centred Gaussian.

```lean
/-- For nonzero capacitance and thermal energy, the Boltzmann weight is a constant times the
exponential of a multiple of `(n - C * mu) ^ 2`, a Gaussian factor when `kT * C > 0`. -/
theorem weight_eq {C : ℝ} (hC : C ≠ 0) (mu kT n : ℝ) :
    weight C mu kT n = Real.exp (C * mu ^ 2 / (2 * kT)) *
      Real.exp (-(1 / (2 * kT * C)) * (n - C * mu) ^ 2) := by
  rw [weight, energy_eq hC, ← Real.exp_add]
  congr 1
  ring
```

Every power $(n-C\mu)^k$ with $k=0,1,2,\dots$ is integrable against the weight. The proof takes the known convergence of Gaussian moments at the origin and shifts it to $C\mu$.

```lean
/-- For positive capacitance and temperature, the integrals defining all moments of the
electron number about `C * mu` converge. -/
theorem integrable_moment {C kT : ℝ} (hC : 0 < C) (hT : 0 < kT) (mu : ℝ) (k : ℕ) :
    Integrable (fun n => (n - C * mu) ^ k * weight C mu kT n) := by
  have hk : (-1 : ℝ) < (k : ℝ) := by
    have := Nat.cast_nonneg (α := ℝ) k
    linarith
  have h := integrable_rpow_mul_exp_neg_mul_sq
    (b := 1 / (2 * kT * C)) (by positivity) hk
  simp only [Real.rpow_natCast] at h
  -- shift the centred Gaussian moment to `C * mu`
  refine ((h.comp_sub_right (C * mu)).const_mul
    (Real.exp (C * mu ^ 2 / (2 * kT)))).congr (.of_forall fun n => ?_)
  simp only [weight_eq hC.ne']
  ring
```

For nonzero `C` and positive `kT`, the weight is normalisable exactly when `C` is positive. If $C<0$, the exponent grows with distance from $C\mu$ and the integral diverges. In the forward direction the proof undoes the shift and removes the prefactor, which leaves the integrability criterion for $e^{-bx^2}$, namely $b>0$.

```lean
/-- At positive temperature and nonzero capacitance, the Boltzmann weight has a finite
integral exactly when the capacitance is positive. -/
theorem integrable_weight_iff {C kT : ℝ} (hC : C ≠ 0) (hT : 0 < kT) (mu : ℝ) :
    Integrable (weight C mu kT) ↔ 0 < C := by
  constructor
  · intro h
    -- shift back to the origin and remove the constant factor
    have h3 : Integrable (fun x : ℝ => Real.exp (-(1 / (2 * kT * C)) * x ^ 2)) := by
      refine ((h.comp_add_right (C * mu)).const_mul
        (Real.exp (-(C * mu ^ 2 / (2 * kT))))).congr (.of_forall fun x => ?_)
      simp only [weight_eq hC, add_sub_cancel_right]
      rw [← mul_assoc, ← Real.exp_add, neg_add_cancel, Real.exp_zero, one_mul]
    have h4 := one_div_pos.mp (integrable_exp_neg_mul_sq_iff.mp h3)
    exact (mul_pos_iff_of_pos_left (by positivity)).mp h4
  · intro h
    simpa using integrable_moment h hT mu 0
```

The closed form of $Z$ follows from the same shift and the Gaussian integral.

```lean
/-- For positive capacitance and temperature the Boltzmann weight is integrable, and the
partition function has a closed form. -/
theorem partitionFunction_eq {C kT : ℝ} (hC : 0 < C) (hT : 0 < kT) (mu : ℝ) :
    Integrable (weight C mu kT) ∧ partitionFunction C mu kT =
      Real.exp (C * mu ^ 2 / (2 * kT)) * √(2 * Real.pi * (kT * C)) := by
  have hb : Real.pi / (1 / (2 * kT * C)) = 2 * Real.pi * (kT * C) := by
    rw [one_div, div_inv_eq_mul]
    ring
  refine ⟨(integrable_weight_iff hC.ne' hT mu).mpr hC, ?_⟩
  unfold partitionFunction
  simp_rw [weight_eq hC.ne']
  rw [integral_const_mul, integral_sub_right_eq_self
    (fun x : ℝ => Real.exp (-(1 / (2 * kT * C)) * x ^ 2)) (C * mu),
    integral_gaussian, hb]
```

## Mean, variance and response

The next theorem identifies thermal averages with expectations under the normal law of mean $C\mu$ and variance $kT\,C$. Its proof cancels the prefactor and matches the densities point by point. Mathlib's `gaussianReal` takes its variance as a nonnegative real, hence `(kT * C).toNNReal`.

```lean
/-- For positive capacitance and temperature, thermal averages are expectations under the
normal distribution with mean `C * mu` and variance `kT * C`. -/
theorem average_eq_gaussian {C kT : ℝ} (hC : 0 < C) (hT : 0 < kT) (mu : ℝ) (f : ℝ → ℝ) :
    average C mu kT f = ∫ n, f n ∂(gaussianReal (C * mu) (kT * C).toNNReal) := by
  have hp : 0 < kT * C := mul_pos hT hC
  have hS : √(2 * Real.pi * (kT * C)) ≠ 0 := by positivity
  have key : ∀ a K E S : ℝ, K ≠ 0 → S ≠ 0 → a * (K * E) / (K * S) = S⁻¹ * E * a := by
    intro a K E S hK hS
    field_simp
  rw [integral_gaussianReal_eq_integral_smul (Real.toNNReal_pos.mpr hp).ne', average,
    ← integral_div]
  -- the normalised weight is the normal density, point by point
  refine integral_congr_ae (.of_forall fun n => ?_)
  have e : -(1 / (2 * kT * C)) * (n - C * mu) ^ 2 =
      -(n - C * mu) ^ 2 / (2 * (kT * C)) := by ring
  simp only [weight_eq hC.ne', (partitionFunction_eq hC hT mu).2, gaussianPDFReal,
    Real.coe_toNNReal _ hp.le, smul_eq_mul, e]
  exact key _ _ _ _ (Real.exp_ne_zero _) hS
```

The central result reads the mean and variance from Mathlib's theorems on the normal law, which replace the symmetry argument and the integration by parts above.

```lean
/-- For positive capacitance and temperature, the Boltzmann-distributed electron number has mean
`C * mu` and variance `kT * C`. -/
theorem mean_and_variance {C kT : ℝ} (hC : 0 < C) (hT : 0 < kT) (mu : ℝ) :
    meanNumber C mu kT = C * mu ∧ numberVariance C mu kT = kT * C := by
  have hm : meanNumber C mu kT = C * mu := by
    rw [meanNumber, average_eq_gaussian hC hT]
    exact integral_id_gaussianReal
  refine ⟨hm, ?_⟩
  have h := variance_id_gaussianReal (μ := C * mu) (v := (kT * C).toNNReal)
  rw [variance_eq_integral aemeasurable_id] at h
  simp only [id_eq, integral_id_gaussianReal, Real.coe_toNNReal _ (mul_pos hT hC).le] at h
  rw [numberVariance, average_eq_gaussian hC hT, hm]
  exact h
```

For the response relation, `HasDerivAt` says that the mean, as a function of the potential at fixed `C` and `kT`, is differentiable at `mu` with derivative $\mathrm{Var}(n)/kT$. The proof rewrites the mean as the linear function $C\mu$ and the quotient as $C$.

```lean
/-- Fluctuation-response relation: for positive capacitance and temperature, the derivative of the
mean electron number with respect to the electron chemical potential `mu` is the variance over `kT`.
-/
theorem fluctuation_response {C kT : ℝ} (hC : 0 < C) (hT : 0 < kT) (mu : ℝ) :
    HasDerivAt (fun m => meanNumber C m kT) (numberVariance C mu kT / kT) mu := by
  have hf : (fun m => meanNumber C m kT) = fun m => C * m :=
    funext fun m => (mean_and_variance hC hT m).1
  rw [hf, (mean_and_variance hC hT mu).2, mul_div_cancel_left₀ C hT.ne']
  simpa using (hasDerivAt_id mu).const_mul C
```

The generating function holds for every real `s`. In the proof, `h` is the shift of the potential by $kTs$, and `hZ` turns the average into the ratio of partition functions; the square roots then cancel and the exponents subtract as in the derivation by hand.

```lean
/-- Moment generating function of the electron number for positive capacitance and
temperature. -/
theorem generating_function {C kT : ℝ} (hC : 0 < C) (hT : 0 < kT) (mu s : ℝ) :
    average C mu kT (fun n => Real.exp (s * n)) =
      Real.exp (s * (C * mu) + s ^ 2 * (kT * C) / 2) := by
  have hS : √(2 * Real.pi * (kT * C)) ≠ 0 := by positivity
  -- the factor `exp (s * n)` shifts `mu` by `kT * s`
  have h : ∀ n, Real.exp (s * n) * weight C mu kT n = weight C (mu + kT * s) kT n := by
    intro n
    unfold weight energy
    rw [← Real.exp_add]
    congr 1
    field_simp
    ring
  have hZ : average C mu kT (fun n => Real.exp (s * n)) =
      partitionFunction C (mu + kT * s) kT / partitionFunction C mu kT := by
    simp only [average, h, partitionFunction]
  rw [hZ, (partitionFunction_eq hC hT (mu + kT * s)).2, (partitionFunction_eq hC hT mu).2,
    mul_div_mul_right _ _ hS, ← Real.exp_sub]
  congr 1
  field_simp
  ring

end

end PotentiostatFluctuations
```

```lean
#print axioms PotentiostatFluctuations.mean_and_variance
#print axioms PotentiostatFluctuations.fluctuation_response
#print axioms PotentiostatFluctuations.generating_function
```

```
'PotentiostatFluctuations.mean_and_variance' depends on axioms: [propext, Classical.choice, Quot.sound]
'PotentiostatFluctuations.fluctuation_response' depends on axioms: [propext, Classical.choice, Quot.sound]
'PotentiostatFluctuations.generating_function' depends on axioms: [propext, Classical.choice, Quot.sound]
```
